# Every plane wave is an eigenvector of the Fock matrix built from filled plane waves on a finite periodic lattice with one site per cell

I have spinless fermions on a finite periodic lattice with one site per cell, and with hopping and a pair interaction that depend only on the separation of two sites. I fill some set of plane waves and build the Fock matrix from them. Physically, I expect every plane wave, filled or empty, to be an eigenvector of that matrix, with an energy made of a band term, a constant Hartree term and an exchange sum over the filled momenta. Filling one more plane wave should then change the Hartree-Fock energy by exactly its orbital energy.

Can this be made rigorous, with all factors of the number of sites in place, and checked by machine?

## Translation invariance fixes the orbitals

Yes. Filled plane waves give a density matrix that depends only on the separation of two sites, so the Fock matrix is translation invariant too, and a translation-invariant matrix acts on a plane wave by multiplication with a number. What remains is to compute that number.

Let the sites form a finite abelian group \(G\) with \(N\) elements, for example a periodic cubic grid. A plane wave is a character \(k\): a complex function with \(k(x+y)=k(x)k(y)\) and \(k(0)=1\), so that \(k(-x)=\overline{k(x)}\). Characters are added like momenta: \((k-p)(z)=k(z)\overline{p(z)}\), and the character \(0\) is the constant 1. For a function \(f\) on \(G\), write
\[
\hat f(k)=\sum_z f(z)\,\overline{k(z)} .
\]

With hopping \(t\), interaction \(v\) and a set \(S\) of filled plane waves, the density matrix and the Fock matrix are
\[
\rho(x,y)=\frac1N\sum_{p\in S}p(x)\overline{p(y)}=\frac1N\sum_{p\in S}p(x-y),
\]
\[
F(x,y)=t(x-y)+\delta_{xy}\sum_z v(x-z)\rho(z,z)-v(x-y)\rho(x,y).
\]

### The orbital energy as a Fourier coefficient

Substituting \(z=x-y\) gives, for any \(f\),
\[
\sum_y f(x-y)k(y)=\sum_z f(z)k(x-z)=\hat f(k)\,k(x).
\]

Applied to \(\rho\), the multiplier is \(\frac1N\sum_{p\in S}\sum_z p(z)\overline{k(z)}\). The inner sum is \(N\) when \(p=k\). When \(p\neq k\), the character \(\chi=p-k\) has \(\chi(a)\neq1\) for some \(a\). Shifting the sum by \(a\) gives \(\sum_z\chi(z)=\chi(a)\sum_z\chi(z)\), so it vanishes. Hence \(\rho\) fixes filled plane waves and annihilates empty ones.

For \(F\), the site density is \(\rho(z,z)=|S|/N\), so the Hartree potential is the constant \(|S|\hat v(0)/N\). A constant on the diagonal contributes itself to the multiplier. The exchange part contributes
\[
\frac1N\sum_{p\in S}\sum_z v(z)p(z)\overline{k(z)}=\frac1N\sum_{p\in S}\hat v(k-p).
\]
Therefore \(Fk=\varepsilon_k k\) with
\[
\varepsilon_k=\hat t(k)+\frac1N\Big(|S|\,\hat v(0)-\sum_{p\in S}\hat v(k-p)\Big).
\]

Two translation-invariant matrices commute: in \(\sum_z f(x-z)g(z-y)\), replacing \(z\) by \(x+y-z\) exchanges \(f\) and \(g\). So \(F\rho=\rho F\), which is the Hartree-Fock self-consistency condition.

### The cost of one more particle

The energy functional is
\[
E(S)=\sum_{x,y}t(x-y)\rho(y,x)+\frac12\sum_{x,y}v(x-y)\big[\rho(x,x)\rho(y,y)-\rho(x,y)\rho(y,x)\big].
\]
Each summand depends only on \(z=x-y\), so each double sum is \(N\) times a sum over \(z\). Since \(\rho(y,x)=\frac1N\sum_{p\in S}\overline{p(z)}\), the hopping part is \(\sum_{p\in S}\hat t(p)\). The bracket equals \(\frac1{N^2}\sum_{p,q\in S}(1-\overline{p(z)}q(z))\), and so
\[
E(S)=\sum_{p\in S}\hat t(p)+\frac1{2N}\sum_{p,q\in S}\big(\hat v(0)-\hat v(p-q)\big).
\]

Now fill an empty \(k\). The new pair \((k,k)\) contributes zero. The pairs \((k,p)\) and \((p,k)\) contribute \(\hat v(0)-\hat v(k-p)\) and \(\hat v(0)-\hat v(p-k)\). If \(v(-z)=v(z)\), these are equal, the factor \(\frac12\) cancels, and \(E(S\cup\{k\})-E(S)=\varepsilon_k\).

### The Lean file

```lean
import Mathlib

open Matrix ComplexConjugate

namespace PlaneWaveJellium

noncomputable section

variable {G : Type*} [AddCommGroup G] [Fintype G]

/-- Fourier coefficient of a function on the lattice `G` at the character `k`. -/
def hat (f : G → ℂ) (k : AddChar G ℂ) : ℂ := ∑ z, f z * conj (k z)

/-- One-particle density matrix of spinless fermions filling the normalised plane waves in `S`. -/
def density (S : Finset (AddChar G ℂ)) : Matrix G G ℂ :=
  Matrix.of fun x y => (∑ p ∈ S, p x * conj (p y)) / (Fintype.card G : ℂ)

/-- Hartree potential at site `x` produced by the site densities of the occupied plane waves. -/
def hartree (v : G → ℂ) (S : Finset (AddChar G ℂ)) (x : G) : ℂ :=
  ∑ z, v (x - z) * density S z z

/-- Fock matrix: hopping, plus the Hartree potential on the diagonal, minus exchange. -/
def fock [DecidableEq G] (t v : G → ℂ) (S : Finset (AddChar G ℂ)) : Matrix G G ℂ :=
  Matrix.of fun x y =>
    t (x - y) + (if x = y then hartree v S x else 0) - v (x - y) * density S x y

/-- Hartree-Fock energy: hopping energy plus half the direct minus exchange interaction. -/
def energy (t v : G → ℂ) (S : Finset (AddChar G ℂ)) : ℂ :=
  ∑ x, ∑ y, t (x - y) * density S y x +
    (∑ x, ∑ y, v (x - y) *
      (density S x x * density S y y - density S x y * density S y x)) / 2

/-- The density matrix depends only on the separation of the two sites. -/
theorem density_apply (S : Finset (AddChar G ℂ)) (x y : G) :
    density S x y = (∑ p ∈ S, p (x - y)) / (Fintype.card G : ℂ) := by
  simp only [density, Matrix.of_apply, sub_eq_add_neg, AddChar.map_add_eq_mul,
    AddChar.map_neg_eq_conj]

/-- The Fourier coefficient at a momentum transfer `p - q`, written with both plane waves. -/
theorem hat_sub (f : G → ℂ) (p q : AddChar G ℂ) :
    hat f (p - q) = ∑ z, f z * (conj (p z) * q z) := by
  simp only [hat, AddChar.sub_apply, AddChar.map_neg_eq_conj, map_mul, Complex.conj_conj]

/-- A translation-invariant matrix multiplies each plane wave by its Fourier coefficient. -/
theorem circulant_mulVec (f : G → ℂ) (k : AddChar G ℂ) :
    Matrix.circulant f *ᵥ ⇑k = hat f k • ⇑k := by
  ext x
  have h : ∑ y, f (x - y) * conj (k (x - y)) = hat f k :=
    (Equiv.subLeft x).sum_comp fun z => f z * conj (k z)
  simp only [Matrix.mulVec, dotProduct, Matrix.circulant_apply, Pi.smul_apply, smul_eq_mul]
  rw [← h, Finset.sum_mul]
  refine Finset.sum_congr rfl fun y _ => ?_
  -- k(y) = k(-(x - y)) k(x)
  rw [← AddChar.map_neg_eq_conj, mul_assoc, ← AddChar.map_add_eq_mul]
  congr 2
  abel

/-- The density matrix leaves occupied plane waves unchanged and annihilates empty ones. -/
theorem density_mulVec (S : Finset (AddChar G ℂ)) (k : AddChar G ℂ) :
    (k ∈ S → density S *ᵥ ⇑k = ⇑k) ∧ (k ∉ S → density S *ᵥ ⇑k = 0) := by
  have hN : (Fintype.card G : ℂ) ≠ 0 := Nat.cast_ne_zero.mpr Fintype.card_ne_zero
  have hc : density S = Matrix.circulant fun z => (∑ p ∈ S, p z) / (Fintype.card G : ℂ) := by
    ext x y
    rw [density_apply, Matrix.circulant_apply]
  have hsum : density S *ᵥ ⇑k =
      ((∑ p ∈ S, ∑ z, p z * conj (k z)) / (Fintype.card G : ℂ)) • ⇑k := by
    rw [hc, circulant_mulVec]
    congr 1
    simp only [hat]
    rw [Finset.sum_comm, Finset.sum_div]
    refine Finset.sum_congr rfl fun z _ => ?_
    rw [← Finset.sum_mul]
    ring
  -- orthogonality of characters
  have ho : ∀ p : AddChar G ℂ, p ≠ k → ∑ z, p z * conj (k z) = 0 := by
    intro p hp
    have h := AddChar.sum_eq_zero_of_ne_one (ψ := p - k) (fun h => hp (sub_eq_zero.mp h))
    simpa only [AddChar.sub_apply, AddChar.map_neg_eq_conj] using h
  have hd : ∑ z, k z * conj (k z) = (Fintype.card G : ℂ) := by
    simp only [← AddChar.map_neg_eq_conj, ← AddChar.map_add_eq_mul, add_neg_cancel,
      AddChar.map_zero_eq_one, Finset.sum_const, Finset.card_univ, nsmul_eq_mul, mul_one]
  constructor
  · intro hk
    rw [hsum, Finset.sum_eq_single_of_mem k hk (fun p _ hp => ho p hp), hd, div_self hN,
      one_smul]
  · intro hk
    rw [hsum, Finset.sum_eq_zero (fun p hp => ho p (fun h => hk (h ▸ hp))), zero_div, zero_smul]

/-- The Fock matrix of filled plane waves is translation invariant, with a constant
Hartree potential. -/
theorem fock_eq_circulant [DecidableEq G] (t v : G → ℂ) (S : Finset (AddChar G ℂ)) :
    fock t v S = Matrix.circulant fun z =>
      t z + (if z = 0 then S.card * hat v 0 / (Fintype.card G : ℂ) else 0)
        - v z * ((∑ p ∈ S, p z) / (Fintype.card G : ℂ)) := by
  have hH : ∀ x, hartree v S x = S.card * hat v 0 / (Fintype.card G : ℂ) := by
    intro x
    have h : ∑ z, v (x - z) = ∑ z, v z := (Equiv.subLeft x).sum_comp v
    have h0 : hat v 0 = ∑ z, v z := by simp [hat]
    simp only [hartree, density_apply, sub_self, AddChar.map_zero_eq_one, Finset.sum_const,
      nsmul_eq_mul, mul_one]
    rw [← Finset.sum_mul, h, h0]
    ring
  ext x y
  by_cases h : x = y <;> simp [fock, hH, density_apply, h, sub_eq_zero]

/-- Every plane wave `k` is an eigenvector of the Fock matrix; its eigenvalue is the band energy
plus the Hartree term minus the exchange sum over occupied plane waves. -/
theorem fock_mulVec [DecidableEq G] (t v : G → ℂ) (S : Finset (AddChar G ℂ))
    (k : AddChar G ℂ) :
    ⇑k ≠ 0 ∧ fock t v S *ᵥ ⇑k =
      (hat t k + (S.card * hat v 0 - ∑ p ∈ S, hat v (k - p)) / (Fintype.card G : ℂ)) • ⇑k := by
  refine ⟨fun h => by simpa using congrFun h 0, ?_⟩
  have key : ∀ a b c : G → ℂ,
      hat (fun z => a z + b z - c z) k = hat a k + hat b k - hat c k := by
    intro a b c
    simp only [hat, add_mul, sub_mul, Finset.sum_add_distrib, Finset.sum_sub_distrib]
  have hd : ∀ c : ℂ, hat (fun z : G => if z = 0 then c else 0) k = c := by
    intro c
    simp [hat, ite_mul]
  -- exchange: a product in site space is a convolution in momentum space
  have hx : hat (fun z => v z * ((∑ p ∈ S, p z) / (Fintype.card G : ℂ))) k =
      (∑ p ∈ S, hat v (k - p)) / (Fintype.card G : ℂ) := by
    simp only [hat_sub]
    rw [Finset.sum_comm, Finset.sum_div]
    refine Finset.sum_congr rfl fun z _ => ?_
    rw [← Finset.mul_sum, ← Finset.mul_sum]
    ring
  rw [fock_eq_circulant, circulant_mulVec]
  congr 1
  refine (key t _ _).trans ?_
  rw [hd, hx]
  ring

/-- The Fock matrix commutes with the density matrix from which it is built. -/
theorem fock_commute_density [DecidableEq G] (t v : G → ℂ) (S : Finset (AddChar G ℂ)) :
    fock t v S * density S = density S * fock t v S := by
  have hc : density S = Matrix.circulant fun z => (∑ p ∈ S, p z) / (Fintype.card G : ℂ) := by
    ext x y
    rw [density_apply, Matrix.circulant_apply]
  rw [fock_eq_circulant, hc, Matrix.circulant_mul_comm]

/-- The Hartree-Fock energy in momentum space: band energies plus direct minus exchange terms
over pairs of occupied plane waves. -/
theorem energy_eq (t v : G → ℂ) (S : Finset (AddChar G ℂ)) :
    energy t v S = ∑ p ∈ S, hat t p +
      (∑ p ∈ S, ∑ q ∈ S, (hat v 0 - hat v (p - q))) / (2 * (Fintype.card G : ℂ)) := by
  have hN : (Fintype.card G : ℂ) ≠ 0 := Nat.cast_ne_zero.mpr Fintype.card_ne_zero
  -- a double sum over sites of a function of the separation
  have hs : ∀ f : G → ℂ, ∑ x, ∑ y, f (x - y) = (Fintype.card G : ℂ) * ∑ z, f z := by
    intro f
    have h : ∀ x, ∑ y, f (x - y) = ∑ z, f z := fun x => (Equiv.subLeft x).sum_comp f
    simp only [h, Finset.sum_const, Finset.card_univ, nsmul_eq_mul]
  have hT : ∑ x, ∑ y, t (x - y) * density S y x = ∑ p ∈ S, hat t p := by
    have h := hs fun z => t z * ((∑ p ∈ S, conj (p z)) / (Fintype.card G : ℂ))
    simp only [← AddChar.map_neg_eq_conj, neg_sub] at h
    simp only [density_apply, hat, ← AddChar.map_neg_eq_conj]
    rw [h, Finset.sum_comm, Finset.mul_sum]
    refine Finset.sum_congr rfl fun z _ => ?_
    rw [← Finset.mul_sum]
    field_simp
  have hz : ∀ z, v z * ((S.card : ℂ) * S.card - (∑ q ∈ S, q z) * ∑ p ∈ S, conj (p z)) =
      ∑ p ∈ S, ∑ q ∈ S, v z * (1 - conj (p z) * q z) := by
    intro z
    simp only [mul_sub, mul_one, Finset.sum_sub_distrib, Finset.sum_const, nsmul_eq_mul,
      ← Finset.mul_sum, ← Finset.sum_mul]
    ring
  have hp : ∑ z, v z * ((S.card : ℂ) * S.card - (∑ q ∈ S, q z) * ∑ p ∈ S, conj (p z)) =
      ∑ p ∈ S, ∑ q ∈ S, (hat v 0 - hat v (p - q)) := by
    have h0 : hat v 0 = ∑ z, v z := by simp [hat]
    refine (Finset.sum_congr rfl fun z _ => hz z).trans ?_
    rw [Finset.sum_comm]
    refine Finset.sum_congr rfl fun p _ => ?_
    rw [Finset.sum_comm]
    refine Finset.sum_congr rfl fun q _ => ?_
    rw [h0, hat_sub, ← Finset.sum_sub_distrib]
    exact Finset.sum_congr rfl fun z _ => by ring
  have hV : ∑ x, ∑ y, v (x - y) *
      (density S x x * density S y y - density S x y * density S y x) =
      (∑ p ∈ S, ∑ q ∈ S, (hat v 0 - hat v (p - q))) / (Fintype.card G : ℂ) := by
    have h := hs fun z => v z *
      ((S.card : ℂ) * S.card - (∑ q ∈ S, q z) * ∑ p ∈ S, conj (p z))
    rw [hp] at h
    have h2 : ∀ x y, v (x - y) *
        (density S x x * density S y y - density S x y * density S y x) =
        v (x - y) * ((S.card : ℂ) * S.card - (∑ q ∈ S, q (x - y)) *
          ∑ p ∈ S, conj (p (x - y))) / (Fintype.card G : ℂ) ^ 2 := by
      intro x y
      simp only [density_apply, ← AddChar.map_neg_eq_conj, neg_sub, sub_self,
        AddChar.map_zero_eq_one, Finset.sum_const, nsmul_eq_mul, mul_one]
      ring
    simp only [h2, ← Finset.sum_div]
    rw [h]
    field_simp
  rw [energy, hT, hV]
  ring

/-- Koopmans' theorem for an even interaction: the Fock eigenvalue of an empty plane wave `k` is
the change of the Hartree-Fock energy when `k` is filled as well. -/
theorem koopmans [DecidableEq G] (t v : G → ℂ) (hv : ∀ z, v (-z) = v z)
    (S : Finset (AddChar G ℂ)) (k : AddChar G ℂ) (hk : k ∉ S) :
    fock t v S *ᵥ ⇑k = (energy t v (S.cons k hk) - energy t v S) • ⇑k := by
  -- an even interaction does not distinguish a momentum transfer from its opposite
  have he : ∀ p, hat v (p - k) = hat v (k - p) := by
    intro p
    rw [hat_sub, hat_sub, ← Equiv.sum_comp (Equiv.neg G)]
    refine Finset.sum_congr rfl fun z _ => ?_
    simp only [Equiv.neg_apply, hv, AddChar.map_neg_eq_conj, Complex.conj_conj]
    ring
  rw [(fock_mulVec t v S k).2, energy_eq, energy_eq]
  congr 1
  simp only [Finset.sum_cons, Finset.card_cons, Nat.cast_add, Nat.cast_one, sub_self, he,
    Finset.sum_add_distrib, Finset.sum_sub_distrib,
    Finset.sum_const, nsmul_eq_mul]
  ring

end

end PlaneWaveJellium
```

```lean
#print axioms PlaneWaveJellium.density_mulVec
#print axioms PlaneWaveJellium.fock_mulVec
#print axioms PlaneWaveJellium.fock_commute_density
#print axioms PlaneWaveJellium.koopmans
```

```
'PlaneWaveJellium.density_mulVec' depends on axioms: [propext, Classical.choice, Quot.sound]
'PlaneWaveJellium.fock_mulVec' depends on axioms: [propext, Classical.choice, Quot.sound]
'PlaneWaveJellium.fock_commute_density' depends on axioms: [propext, Classical.choice, Quot.sound]
'PlaneWaveJellium.koopmans' depends on axioms: [propext, Classical.choice, Quot.sound]
```

### What the theorems say about the lattice

The type `G` is the set of sites, `AddChar G ℂ` the set of plane waves, and the finite set `S` the filled ones. `hat` is the Fourier coefficient above, with the conjugate on the character and no prefactor. `Matrix.circulant f` is the matrix with entries `f (x - y)`, and `*ᵥ` is matrix times vector.

The main theorem, `fock_mulVec`, says that for any `t`, `v`, `S` and `k`, the vector `⇑k` is nonzero and the Fock matrix multiplies it by \(\varepsilon_k\). This vector has squared norm \(N\); the normalised orbital is \(k/\sqrt N\), with the same eigenvalue. `density` already contains the corresponding factor \(1/N\).

Both `t` and `v` may be complex, and no Hermiticity is assumed. The eigenvalues are real in the usual case of real even `v` and \(t(-z)=\overline{t(z)}\). Evenness of `v` is a hypothesis only in `koopmans`, where it expresses that the interaction of two identical particles does not depend on which is named first.

`koopmans` concerns adding a particle to an empty plane wave, while the name is most often attached to removing an electron from a molecule. The other orbitals are kept fixed, but by `fock_commute_density` the enlarged set is again self-consistent.

The functional `energy` is taken as a definition and not derived from a many-body Hamiltonian. The set `S` is arbitrary, so self-consistency does not mean lowest energy. There is no spin, no continuum limit and no explicit neutralising background; the usual convention for the electron gas, which leaves out the zero-momentum coefficient, is the choice of a `v` with \(\hat v(0)=0\). The result is a finite, spinless lattice counterpart of the Hartree-Fock bands of the uniform electron gas.

### How the proofs follow the calculation

`density_apply` rewrites the density matrix as a function of `x - y`, and `hat_sub` expands a coefficient at a momentum transfer. `circulant_mulVec` is the multiplication rule: `Equiv.subLeft x` performs the substitution \(z=x-y\), after which the sums are compared term by term.

In `density_mulVec`, `ho` is orthogonality, obtained by applying Mathlib's vanishing character sum to `p - k`, and `hd` is the diagonal sum \(N\). The two cases then keep one term of the sum over `S`, or none.

`fock_eq_circulant` first proves that the Hartree potential is constant (`hH`), then compares matrix entries on and off the diagonal. In `fock_mulVec`, evaluation at site 0, where \(k(0)=1\), shows that the vector is nonzero. The step `key` splits the Fourier coefficient into its three parts, `hd` evaluates the diagonal one, and `hx` turns exchange into a sum over momentum transfers by swapping the two sums. `fock_commute_density` writes both matrices as circulants and uses their commutativity.

In `energy_eq`, `hs` reduces a double sum over sites to \(N\) times a single sum. `hT` is the hopping energy; `hz` and `hp` expand the interaction into pairs of filled plane waves, and `hV` collects the powers of \(N\). Finally, `koopmans` proves \(\hat v(p-k)=\hat v(k-p)\) in `he` by the substitution \(z\to-z\). It then splits off the terms containing `k` from the sums over `S.cons k hk`, the set with `k` added, and `ring` finishes the comparison.

### The exchange sum in a program

A program for this lattice model can tabulate \(\hat v\) on the momentum grid and obtain each orbital energy by a loop over filled momenta, without diagonalising a matrix. Because the exchange sum is a convolution of the occupations with \(\hat v\), fast Fourier transforms give it for all \(k\) at once: transform the occupations to site space, multiply by \(v(z)\), and transform back. In a continuum plane-wave basis momenta do not wrap around, so there the transform grid must be large enough to keep different values of \(k-p\) distinct.

For the Coulomb interaction in a periodic box, the zero-momentum coefficient needs a convention. It enters the Hartree term, and for filled \(k\) also the exchange term with \(p=k\). In the formula above both use the same value, so the contribution of a filled orbital to its own energy cancels. Periodic codes often treat the two differently: they drop the coefficient from the Hartree term, where the positive charge of the nuclei or of a uniform background cancels it, and use a finite-size correction in the exchange term.
